# A Hermitian operator that commutes with a symmetry and is nonnegative on one of its sectors annihilates every vector of zero expectation there

In a finite-dimensional complex space, let the Hermitian matrix `A` commute with a matrix `U`, and let the sector be all vectors `x` with `U x = χ x` for a fixed complex number `χ`. The theorem `stationary_in_sector` says that if ⟨x, A x⟩ is nonnegative for every `x` in the sector, and is zero for a sector vector `w`, then `A w = 0`. Vectors are not normalised, so ⟨x, A x⟩ is the expectation value times the squared norm of `x`, and `U` need not be unitary. The proof moves from `w` to `w + s A w` with `s` real, which stays in the sector because `A` and `U` commute. It then picks an `s` for which ⟨x, A x⟩ would be negative at the new vector unless `A w` vanishes.

An attempt in Lean 4 with a fault in it:

```lean
import Mathlib

open Matrix
open scoped ComplexOrder

namespace StationaryInSector

noncomputable section

variable {n : Type*} [Fintype n]

/-- The real part of the expectation value `⟨x, A x⟩`. -/
def form (A : Matrix n n ℂ) (x : n → ℂ) : ℝ := (star x ⬝ᵥ A *ᵥ x).re

/-- The vector `x` lies in the symmetry sector `U x = χ x`. -/
def InSector (U : Matrix n n ℂ) (χ : ℂ) (x : n → ℂ) : Prop := U *ᵥ x = χ • x

/-- A matrix that commutes with `U` maps each symmetry sector of `U` into itself. -/
theorem mulVec_inSector {U A : Matrix n n ℂ} {χ : ℂ} {x : n → ℂ}
    (h : Commute U A) (hx : InSector U χ x) : InSector U χ (A *ᵥ x) := by
  unfold InSector at *
  rw [Matrix.mulVec_mulVec, h.eq, ← Matrix.mulVec_mulVec, hx, Matrix.mulVec_smul]

/-- If a Hermitian `A` commuting with `U` has nonnegative expectation values on a sector of `U`,
then a sector vector with zero expectation value is annihilated by `A`. -/
theorem stationary_in_sector {A U : Matrix n n ℂ} {χ : ℂ} {w : n → ℂ}
    (hA : A.IsHermitian) (hUA : Commute U A) (hw : InSector U χ w)
    (hpos : ∀ x, InSector U χ x → 0 ≤ form A x) (h0 : form A w = 0) : A *ᵥ w = 0 := by
  have hr := mulVec_inSector hUA hw
  have hQ := hpos _ hr
  have hsym : star w ⬝ᵥ A *ᵥ (A *ᵥ w) = star (A *ᵥ w) ⬝ᵥ (A *ᵥ w) := by
    rw [Matrix.star_mulVec, hA.eq, Matrix.dotProduct_mulVec (star w) A (A *ᵥ w)]
  -- the expectation value along the gradient direction `A w`
  have hexp : ∀ s : ℝ, form A (w + (s : ℂ) • (A *ᵥ w)) = form A w
      + 2 * s * (star (A *ᵥ w) ⬝ᵥ (A *ᵥ w)).re + s ^ 2 * form A (A *ᵥ w) := by
    intro s
    simp only [form, star_add, star_smul, Matrix.mulVec_add, Matrix.mulVec_smul,
      add_dotProduct, dotProduct_add, smul_dotProduct, dotProduct_smul, hsym, smul_eq_mul,
      Complex.star_def, Complex.conj_ofReal, Complex.add_re, Complex.re_ofReal_mul]
    ring
  have hnn : ∀ s : ℝ, 0 ≤ form A (w + (s : ℂ) • (A *ᵥ w)) := by
    intro s
    apply hpos
    unfold InSector at *
    rw [Matrix.mulVec_add, Matrix.mulVec_smul, hr, hw, smul_add, smul_comm (s : ℂ) χ]
  have hzero : ∀ r : n → ℂ, (star r ⬝ᵥ r).re = 0 → r = 0 := by
    intro r h
    have hs : ∑ i, Complex.normSq (r i) = 0 := by
      rw [← h]
      simp [dotProduct, Complex.normSq_apply]
    funext i
    exact Complex.normSq_eq_zero.mp
      ((Finset.sum_eq_zero_iff_of_nonneg (fun i _ => Complex.normSq_nonneg (r i))).mp hs i
        (Finset.mem_univ i))
  apply hzero
  -- a short step downhill would make the expectation value negative
  generalize (star (A *ᵥ w) ⬝ᵥ (A *ᵥ w)).re = N at hexp ⊢
  generalize form A (A *ᵥ w) = Q at hexp hQ
  obtain ⟨s, hs⟩ : ∃ s : ℝ, N = -(s * (Q + 1)) :=
    ⟨-N / (Q + 1), by have : Q + 1 ≠ 0 := by positivity
                      field_simp⟩
  have key := hnn s
  rw [hexp, h0, hs] at key
  have hs2 : s ^ 2 ≤ 0 := by nlinarith [mul_nonneg (sq_nonneg s) hQ]
  have hs0 : s = 0 := by nlinarith [sq_nonneg s, pow_eq_zero_iff (two_ne_zero) |>.mp
    (le_antisymm hs2 (sq_nonneg s))]
  rw [hs, hs0]
  ring

end

end StationaryInSector
```

Messages:

```
Main.lean:65:84: error: unexpected token '('; expected ']'
Main.lean:65:49: error: typeclass instance problem is stuck
  IsReduced ?m.486

Note: Lean will not try to resolve this typeclass instance problem because the first, second, and third type arguments to `IsReduced` contain metavariables. These arguments must be fully determined before Lean will try to resolve the typeclass.

Hint: Adding type annotations and supplying implicit arguments to functions can give Lean more information for typeclass resolution. For example, if you have a variable `x` that you intend to be a `Nat`, but Lean reports it as having an unresolved type like `?m`, replacing `x` with `(x : Nat)` can get typeclass resolution un-stuck.
Main.lean:28:84: error: unsolved goals
n : Type u_1
inst✝ : Fintype n
A U : Matrix n n ℂ
χ : ℂ
w : n → ℂ
hA : A.IsHermitian
hUA : Commute U A
hw : InSector U χ w
hpos : ∀ (x : n → ℂ), InSector U χ x → 0 ≤ form A x
h0 : form A w = 0
hr : InSector U χ (A *ᵥ w)
hsym : star w ⬝ᵥ A *ᵥ A *ᵥ w = star (A *ᵥ w) ⬝ᵥ A *ᵥ w
hnn : ∀ (s : ℝ), 0 ≤ form A (w + ↑s • A *ᵥ w)
hzero : ∀ (r : n → ℂ), (star r ⬝ᵥ r).re = 0 → r = 0
N Q : ℝ
hexp : ∀ (s : ℝ), form A (w + ↑s • A *ᵥ w) = form A w + 2 * s * N + s ^ 2 * Q
hQ : 0 ≤ Q
s : ℝ
hs : N = -(s * (Q + 1))
key : 0 ≤ 0 + 2 * s * -(s * (Q + 1)) + s ^ 2 * Q
hs2 : s ^ 2 ≤ 0
hs0 : s = 0
⊢ N = 0
```

The first error is one of layout. In the proof of `hs0`, the argument of `|>.mp` starts a new line, to the left of the column where `nlinarith` begins. Lean takes an argument on a new line only if it lies to the right of the column where the current tactic block starts, so it ended the term at `.mp` and expected `]`.

The other two messages follow from this. Without its argument, `pow_eq_zero_iff` had nothing to tell Lean which type it was about, so the search for an `IsReduced` instance was stuck. The closing lines `rw [hs, hs0]` and `ring` come after the syntax error and were never run, which left `N = 0` unproved.

The repair proves `hs0` on one line. `le_antisymm hs2 (sq_nonneg s)` gives `s ^ 2 = 0` for the real number `s`, and `simpa` turns that into `s = 0`. The closing lines, unchanged, then finish the proof. Moving `Q + 1 ≠ 0` into its own step `hQ1` and rewrapping the `exact` term are mere tidying.

The mended proof, as a diff:

```diff
@@ -50,19 +50,16 @@
       simp [dotProduct, Complex.normSq_apply]
     funext i
-    exact Complex.normSq_eq_zero.mp
-      ((Finset.sum_eq_zero_iff_of_nonneg (fun i _ => Complex.normSq_nonneg (r i))).mp hs i
-        (Finset.mem_univ i))
+    exact Complex.normSq_eq_zero.mp ((Finset.sum_eq_zero_iff_of_nonneg
+      (fun i _ => Complex.normSq_nonneg (r i))).mp hs i (Finset.mem_univ i))
   apply hzero
   -- a short step downhill would make the expectation value negative
   generalize (star (A *ᵥ w) ⬝ᵥ (A *ᵥ w)).re = N at hexp ⊢
   generalize form A (A *ᵥ w) = Q at hexp hQ
-  obtain ⟨s, hs⟩ : ∃ s : ℝ, N = -(s * (Q + 1)) :=
-    ⟨-N / (Q + 1), by have : Q + 1 ≠ 0 := by positivity
-                      field_simp⟩
+  have hQ1 : Q + 1 ≠ 0 := by positivity
+  obtain ⟨s, hs⟩ : ∃ s : ℝ, N = -(s * (Q + 1)) := ⟨-N / (Q + 1), by field_simp⟩
   have key := hnn s
   rw [hexp, h0, hs] at key
   have hs2 : s ^ 2 ≤ 0 := by nlinarith [mul_nonneg (sq_nonneg s) hQ]
-  have hs0 : s = 0 := by nlinarith [sq_nonneg s, pow_eq_zero_iff (two_ne_zero) |>.mp
-    (le_antisymm hs2 (sq_nonneg s))]
+  have hs0 : s = 0 := by simpa using le_antisymm hs2 (sq_nonneg s)
   rw [hs, hs0]
   ring
```
